# Conformer free energy: an energy window shifted by ln(n)/β, and a linear law for independent threefold rotors

For a molecule with n conformers of energies E_i at temperature T, let β = 1/(k_B T), with k_B the Boltzmann constant, and let Z = Σ_i exp(−βE_i) be the conformational partition function and F = −ln(Z)/β the conformational free energy. The theorems below bound F when all the energies lie in a known window, and give it exactly for m independent rotors with levels 0, g, g.

```lean
import Mathlib

open Finset

namespace ConformerFreeEnergy

noncomputable section

variable {ι κ : Type*} [Fintype ι] [Fintype κ]

/-- The conformational partition function: the sum of the Boltzmann factors `exp (-β E i)`
over all conformers. -/
def partitionFunction (β : ℝ) (E : ι → ℝ) : ℝ := ∑ i, Real.exp (-β * E i)

/-- The conformational free energy `-ln Z / β`, meant for `β ≠ 0` and at least one conformer. -/
def freeEnergy (β : ℝ) (E : ι → ℝ) : ℝ := -Real.log (partitionFunction β E) / β

/-- The energy of a conformer of `m` independent rotors: the sum of the levels `ε j (c j)`,
where `c j` is the state of rotor `j`. -/
def rotorEnergy {m : ℕ} (ε : Fin m → κ → ℝ) (c : Fin m → κ) : ℝ := ∑ j, ε j (c j)

/-- The three levels `0, g, g` of a single rotor. -/
def threefoldLevels (g : ℝ) : Fin 3 → ℝ := ![0, g, g]

/-- The partition function of a nonempty set of conformers is positive. -/
theorem partitionFunction_pos [Nonempty ι] (β : ℝ) (E : ι → ℝ) :
    0 < partitionFunction β E :=
  Finset.sum_pos (fun _ _ => Real.exp_pos _) Finset.univ_nonempty

/-- At `β > 0`, of two energy assignments to the same nonempty set of conformers, the one with
the larger partition function has the lower free energy. -/
theorem freeEnergy_le_of_partitionFunction_le [Nonempty ι] {β : ℝ} (hβ : 0 < β)
    {E E' : ι → ℝ} (h : partitionFunction β E' ≤ partitionFunction β E) :
    freeEnergy β E ≤ freeEnergy β E' := by
  have hlog := Real.log_le_log (partitionFunction_pos β E') h
  exact div_le_div_of_nonneg_right (neg_le_neg hlog) hβ.le

/-- At `β > 0`, raising conformer energies never lowers the free energy. -/
theorem freeEnergy_mono [Nonempty ι] {β : ℝ} (hβ : 0 < β) {E E' : ι → ℝ}
    (h : ∀ i, E i ≤ E' i) : freeEnergy β E ≤ freeEnergy β E' := by
  apply freeEnergy_le_of_partitionFunction_le hβ
  unfold partitionFunction
  refine Finset.sum_le_sum fun i _ => Real.exp_le_exp.mpr ?_
  have := mul_le_mul_of_nonneg_left (h i) hβ.le
  linarith

/-- For `n ≥ 1` conformers of the same energy `c` and `β ≠ 0`, the free energy is
`c - ln n / β`. -/
theorem freeEnergy_const [Nonempty ι] {β : ℝ} (hβ : β ≠ 0) (c : ℝ) :
    freeEnergy β (fun _ : ι => c) = c - Real.log (Fintype.card ι) / β := by
  have hn : (Fintype.card ι : ℝ) ≠ 0 := Nat.cast_ne_zero.mpr Fintype.card_ne_zero
  simp only [freeEnergy, partitionFunction, Finset.sum_const, Finset.card_univ, nsmul_eq_mul]
  rw [Real.log_mul hn (Real.exp_ne_zero _), Real.log_exp, div_eq_iff hβ, sub_mul,
    div_mul_cancel₀ _ hβ]
  ring

/-- If `n ≥ 1` conformers have energies in the window `[E0, E0 + D]` and `β > 0`, their free
energy lies in the window `[E0 - ln n / β, E0 + D - ln n / β]`. -/
theorem freeEnergy_mem_window [Nonempty ι] {β E0 D : ℝ} (hβ : 0 < β) {E : ι → ℝ}
    (hE : ∀ i, E i ∈ Set.Icc E0 (E0 + D)) :
    freeEnergy β E ∈ Set.Icc (E0 - Real.log (Fintype.card ι) / β)
      (E0 + D - Real.log (Fintype.card ι) / β) := by
  -- compare with degenerate conformers at the two edges of the window
  have hlow := freeEnergy_mono hβ (E := fun _ => E0) (E' := E) (fun i => (hE i).1)
  have hupp := freeEnergy_mono hβ (E := E) (E' := fun _ => E0 + D) (fun i => (hE i).2)
  rw [freeEnergy_const hβ.ne'] at hlow hupp
  exact ⟨hlow, hupp⟩

/-- For `n ≥ 1` conformers and `β > 0`, the free energy is at most the unweighted mean of the
conformer energies minus `ln n / β`. -/
theorem freeEnergy_le_mean [Nonempty ι] {β : ℝ} (hβ : 0 < β) (E : ι → ℝ) :
    freeEnergy β E ≤
      (∑ i, E i) / Fintype.card ι - Real.log (Fintype.card ι) / β := by
  have hn : (Fintype.card ι : ℝ) ≠ 0 := Nat.cast_ne_zero.mpr Fintype.card_ne_zero
  obtain ⟨μ, hμ⟩ : ∃ μ : ℝ, μ = (∑ i, E i) / Fintype.card ι := ⟨_, rfl⟩
  have hs : (Fintype.card ι : ℝ) * μ = ∑ i, E i := by
    rw [hμ]
    field_simp
  rw [← hμ, ← freeEnergy_const (ι := ι) hβ.ne' μ]
  apply freeEnergy_le_of_partitionFunction_le hβ
  unfold partitionFunction
  -- the terms linear in the deviation from the mean cancel in the sum
  calc ∑ _i : ι, Real.exp (-β * μ)
      = ∑ i, Real.exp (-β * μ) * (1 - β * (E i - μ)) := by
        rw [← Finset.mul_sum, Finset.sum_sub_distrib, ← Finset.mul_sum,
          Finset.sum_sub_distrib]
        simp only [Finset.sum_const, Finset.card_univ, nsmul_eq_mul]
        linear_combination (-(Real.exp (-β * μ) * β)) * hs
    _ ≤ ∑ i, Real.exp (-β * E i) := by
        refine Finset.sum_le_sum fun i _ => ?_
        have h := Real.add_one_le_exp (-β * (E i - μ))
        have hsplit : Real.exp (-β * E i)
            = Real.exp (-β * μ) * Real.exp (-β * (E i - μ)) := by
          rw [← Real.exp_add]
          congr 1
          ring
        rw [hsplit]
        exact mul_le_mul_of_nonneg_left (by linarith) (Real.exp_pos _).le

/-- The partition function over all joint conformers of independent rotors is the product of the
partition functions of the single rotors. -/
theorem partitionFunction_rotors {m : ℕ} (β : ℝ) (ε : Fin m → κ → ℝ) :
    partitionFunction β (rotorEnergy ε) = ∏ j, partitionFunction β (ε j) := by
  unfold partitionFunction rotorEnergy
  rw [Finset.prod_univ_sum, Fintype.piFinset_univ]
  refine Finset.sum_congr rfl fun c _ => ?_
  rw [Finset.mul_sum, Real.exp_sum]

/-- The free energy of independent rotors, each with at least one state, is the sum of the free
energies of the single rotors. -/
theorem freeEnergy_rotors [Nonempty κ] {m : ℕ} (β : ℝ) (ε : Fin m → κ → ℝ) :
    freeEnergy β (rotorEnergy ε) = ∑ j, freeEnergy β (ε j) := by
  unfold freeEnergy
  rw [partitionFunction_rotors, Real.log_prod]
  · rw [← Finset.sum_neg_distrib, Finset.sum_div]
  · exact fun j _ => (partitionFunction_pos β (ε j)).ne'

/-- For `m` independent rotors with levels `0, g, g`, the sum over all `3 ^ m` conformers gives
the free energy `-m ln (1 + 2 exp (-β g)) / β`. -/
theorem freeEnergy_threefold (m : ℕ) (β g : ℝ) :
    freeEnergy β (rotorEnergy fun _ : Fin m => threefoldLevels g)
      = -(m * Real.log (1 + 2 * Real.exp (-β * g))) / β := by
  have hZ : partitionFunction β (threefoldLevels g) = 1 + 2 * Real.exp (-β * g) := by
    simp [partitionFunction, threefoldLevels, Fin.sum_univ_three]
    ring
  rw [freeEnergy_rotors]
  simp only [freeEnergy, hZ, Finset.sum_const, Finset.card_univ, Fintype.card_fin,
    nsmul_eq_mul]
  ring

/-- At `β > 0`, the free energy of independent rotors with levels `0, g, g` lies below any given
value `-τ` once there are enough rotors. -/
theorem freeEnergy_threefold_unbounded {β : ℝ} (hβ : 0 < β) (g τ : ℝ) :
    ∃ M : ℕ, ∀ m ≥ M,
      freeEnergy β (rotorEnergy fun _ : Fin m => threefoldLevels g) < -τ := by
  -- every rotor contributes the same strictly negative amount
  have hL : 0 < Real.log (1 + 2 * Real.exp (-β * g)) :=
    Real.log_pos (by linarith [Real.exp_pos (-β * g)])
  obtain ⟨M, hM⟩ := exists_nat_gt (τ * β / Real.log (1 + 2 * Real.exp (-β * g)))
  refine ⟨M, fun m hm => ?_⟩
  have h1 := (div_lt_iff₀ hL).mp hM
  have h2 := mul_le_mul_of_nonneg_right (Nat.cast_le (α := ℝ).mpr hm) hL.le
  rw [freeEnergy_threefold, div_lt_iff₀ hβ]
  linarith

end

end ConformerFreeEnergy
```

```lean
#print axioms ConformerFreeEnergy.freeEnergy_mem_window
-- 'ConformerFreeEnergy.freeEnergy_mem_window' depends on axioms: [propext, Classical.choice, Quot.sound]
#print axioms ConformerFreeEnergy.freeEnergy_le_mean
-- 'ConformerFreeEnergy.freeEnergy_le_mean' depends on axioms: [propext, Classical.choice, Quot.sound]
#print axioms ConformerFreeEnergy.freeEnergy_threefold
-- 'ConformerFreeEnergy.freeEnergy_threefold' depends on axioms: [propext, Classical.choice, Quot.sound]
#print axioms ConformerFreeEnergy.freeEnergy_threefold_unbounded
-- 'ConformerFreeEnergy.freeEnergy_threefold_unbounded' depends on axioms: [propext, Classical.choice, Quot.sound]
```

## Conformers, levels and joint rotor states

A calculation on a flexible molecule often reports the energy of one low-lying conformer, while the thermodynamic quantity is the free energy of the whole set. The difference depends on how many conformers there are and how their energies are spread.

In the code the conformers are the elements of a finite type `ι`, so n is `Fintype.card ι`, and the energies are a function `E : ι → ℝ`. Each conformer enters `partitionFunction` once, with weight exp(−βE_i). Degenerate conformers are therefore separate elements of `ι`. The Boltzmann constant is absorbed in β; with molar energies, β stands for 1/(RT), where R is the gas constant.

The letter `E0` is the lower end of the energy window and `D` is its width. Here `E0` is neither a zero-point-corrected energy nor necessarily the energy of an actual conformer, and `D` is not a dissociation energy.

For a chain of m rotors, `κ` is the finite type of states that a single rotor can take. A conformer of the chain is a function `c : Fin m → κ`, which assigns a state to each rotor j = 0, …, m−1. Its energy `rotorEnergy ε c` is

E(c) = Σ_j ε_j(c_j),

where ε_j(s) is the level of rotor j in state s. The rotors may have different levels, but all have the same number of states. Independence is contained in this definition: there is no term that couples two rotors, so steric clashes between neighbouring torsions are left out.

The function `threefoldLevels g` gives the levels 0, g, g to states 0, 1, 2. For g > 0 this is the usual picture of an alkane torsion, with one anti state and two gauche states at the higher energy g.

Passing from a molecule to this model replaces an integral over continuous coordinates by a sum over discrete conformers. If the conformers differ in their vibrational contributions, E_i has to be read as the free energy of conformer i at the given temperature.

## What is stated about F

The theorem `freeEnergy_mem_window` takes at least one conformer, β > 0, and energies that all lie in [E0, E0 + D]. It concludes

E0 − ln(n)/β ≤ F ≤ E0 + D − ln(n)/β.

The window for F has the same width as the window for the energies, and it is shifted down by ln(n)/β. For n = 1 the shift vanishes and F is the energy of the only conformer.

The theorem `freeEnergy_le_mean` needs no window. With μ the unweighted mean of the conformer energies, it states that

F ≤ μ − ln(n)/β.

Since μ ≤ E0 + D whenever the energies lie in the window, this is at least as sharp as the upper bound above.

For independent rotors, `freeEnergy_rotors` says that F is the sum of the one-rotor free energies. With levels 0, g, g, `freeEnergy_threefold` gives

F = −m ln(1 + 2 exp(−βg))/β.

The left-hand side in Lean is the free energy of the full set of 3^m joint conformers, so the reduction to one rotor is proved and not put in by definition. At m = 0 there is one conformer, with energy zero, and F = 0. The two rotor identities carry no condition on β; at β = 0 they hold only because Lean sets division by zero to zero, and they have no physical content there.

Finally, `freeEnergy_threefold_unbounded` says that for β > 0 and any real τ there is a number M such that F < −τ for every m ≥ M.

For g ≥ 0 the lowest conformer of the chain has energy 0. Using that energy in place of F then gives an error of m ln(1 + 2 exp(−βg))/β, which grows in proportion to the number of rotors in this non-interacting model. However accurate the electronic-structure method used for the single conformer, this contribution is still missing.

As an illustration, take βg = 1 and m = 10, so that n = 59049 and the energies run from 0 to 10g. In units of 1/β, the window places F between −10.99 and −0.99, the mean-energy bound gives F ≤ −4.32, and the exact value is −5.51.

## Comparison with degenerate conformers

Suppose that E_i ≤ E'_i for every i, and let Z' and F' belong to the energies E'_i. Since β > 0, −βE'_i ≤ −βE_i, and the exponential function is increasing, so each Boltzmann factor satisfies

exp(−βE'_i) ≤ exp(−βE_i).

Summing gives Z' ≤ Z. Both sums are positive, so ln(Z') ≤ ln(Z). The minus sign reverses the order, division by β > 0 keeps it, and F ≤ F'. Raising energies never lowers the free energy.

For n conformers of the same energy c, the sum is explicit:

Z = n exp(−βc)

ln(Z) = ln(n) − βc

F = c − ln(n)/β.

Energies in [E0, E0 + D] lie above those of a degenerate set at E0 and below those of a degenerate set at E0 + D. Applying the comparison twice gives the two ends of the window.

The Lean proof has the same parts. `partitionFunction_pos` supplies the positivity that the logarithm needs. `freeEnergy_le_of_partitionFunction_le` carries an inequality between partition functions over to the free energies, and `freeEnergy_mono` obtains that inequality term by term with `Finset.sum_le_sum`. `freeEnergy_const` evaluates the degenerate set by splitting the logarithm of the product n exp(−βc). In `freeEnergy_mem_window`, `hlow` and `hupp` are the two comparisons, and rewriting with `freeEnergy_const` turns them into the stated bounds.

## The tangent line at the mean energy

Write each energy as its mean plus a deviation, E_i = μ + (E_i − μ). Then

exp(−βE_i) = exp(−βμ) exp(−β(E_i − μ)).

The inequality 1 + x ≤ exp(x), with x = −β(E_i − μ), gives

exp(−βE_i) ≥ exp(−βμ) [1 − β(E_i − μ)].

The deviations from the mean sum to zero, so summing over i leaves

Z ≥ n exp(−βμ).

The right-hand side is the partition function of n degenerate conformers at energy μ. A larger partition function means a lower free energy, hence F ≤ μ − ln(n)/β.

In `freeEnergy_le_mean`, the hypothesis `hs` records nμ = Σ_i E_i. The proof first rewrites the right-hand side of the goal as the free energy of the degenerate set at μ, so that only an inequality between partition functions remains. The first step of the `calc` block inserts the linear terms, whose sum vanishes by `hs`. The second applies `Real.add_one_le_exp` to each conformer and multiplies by the positive factor exp(−βμ).

## Factorization over independent rotors

The exponential of a sum is a product, so the partition function of the chain is

Z = Σ_c exp(−β Σ_j ε_j(c_j)) = Σ_c Π_j exp(−βε_j(c_j)).

The sum over c contains every way of choosing one state for each rotor. These are exactly the terms obtained by multiplying out a product of one-rotor sums:

Z = Π_j Σ_s exp(−βε_j(s)) = Π_j Z_j,

where s runs over the states of one rotor and Z_j is the partition function of rotor j. Taking the logarithm and multiplying by −1/β gives

F = Σ_j F_j, with F_j = −ln(Z_j)/β.

For levels 0, g, g every factor is

Z_j = 1 + exp(−βg) + exp(−βg) = 1 + 2 exp(−βg),

and the sum of m equal terms is the linear law.

In `partitionFunction_rotors`, `Finset.prod_univ_sum` multiplies out the product, and `Fintype.piFinset_univ` identifies the resulting choices with all functions `c`. The terms then agree by `Real.exp_sum`. `freeEnergy_rotors` takes the logarithm of the product, which requires nonzero factors; `partitionFunction_pos` provides them. `freeEnergy_threefold` evaluates the three-term sum as `hZ` and adds up the m equal contributions.

For the last theorem, set

L = ln(1 + 2 exp(−βg)).

The argument of the logarithm exceeds 1 for every real g, so L > 0. Choose a natural number M > τβ/L. For m ≥ M,

mL ≥ ML > τβ,

and division by −β gives F = −mL/β < −τ. The Lean proof obtains M from `exists_nat_gt`; `h1` and `h2` are the two inequalities in this chain.

## Errors in the conformer energies

The comparison argument also shows how errors in the energies pass into F. Let two levels of theory assign energies E_i and E'_i to the same n ≥ 1 conformers, with |E_i − E'_i| ≤ δ for all i, and let β > 0. Adding δ to every energy multiplies the partition function by exp(−βδ) and so raises the free energy by δ. From

E'_i − δ ≤ E_i ≤ E'_i + δ

and monotonicity it follows that

F' − δ ≤ F ≤ F' + δ.

The error in F is thus at most δ, whatever the number of conformers. This estimate is an addition in prose, without a theorem in the code. It applies when both sums run over the same complete set, and it says nothing about the error from leaving conformers out. In a long chain δ may itself grow with m, because small errors in the rotor levels can add up in the energy of a joint conformer.
